# Projecting a uniform pair exponential onto two pairs leaves charge-transfer configurations between fragments of two or more levels

Take two fragments with $m\ge1$ pair levels each and equal nonzero geminal coefficients. After projection of the exponential of the geminal creator, acting on the vacuum, onto two pairs, both pairs sit on the same fragment with probability $(m-1)/(2m-1)$, which approaches one half for large $m$. If each separated fragment should hold one pair, these are spurious charge-transfer configurations. Both directions are equally likely, so each fragment still holds one pair on average. Their presence bears on the size consistency of number-projected geminal wavefunctions, here in a model with fixed uniform coefficients and no Hamiltonian or distance; an energy-optimised geminal may behave differently.

## Pair states and fragments

A configuration is the finite set $S$ of occupied levels, and a state $\psi$ gives it a real amplitude $\psi(S)$. A level holds at most one pair, and pair creators commute, so no signs appear.

In Lean 4 with Mathlib:

```lean
import Mathlib

open Filter Topology

namespace GeminalChargeTransfer

noncomputable section

variable {L A B : Type*} [DecidableEq L] [DecidableEq A] [DecidableEq B]

/-- The state without pairs: amplitude one on the empty configuration, zero elsewhere. -/
def vacuum (S : Finset L) : ℝ := if S = ∅ then 1 else 0
```

The creator sums over which pair in $S$ was added last, with coefficient $g_i$ for level $i$. Write $\Gamma_n$ for its $n$-th power on the vacuum and $\mathcal E=\sum_n\Gamma_n/n!$ for the exponential.

```lean
/-- The geminal creator puts one more pair into an empty level `i` with amplitude `g i`. -/
def pairCreate (g : L → ℝ) (ψ : Finset L → ℝ) (S : Finset L) : ℝ :=
  ∑ i ∈ S, g i * ψ (S.erase i)

/-- The geminal power: the geminal creator applied `n` times to the vacuum. -/
def geminalPower (g : L → ℝ) (n : ℕ) : Finset L → ℝ := (pairCreate g)^[n] vacuum

/-- The exponential of the geminal creator acting on the vacuum, as a power series. -/
def expState (g : L → ℝ) (S : Finset L) : ℝ :=
  ∑' n : ℕ, geminalPower g n S / (n.factorial : ℝ)
```

The projector $P_n$ fixes only the total number of pairs. States are unnormalised, so `prob` divides by the squared norm.

```lean
/-- Number projection: only configurations with `n` pairs are kept. -/
def numberProject (n : ℕ) (ψ : Finset L → ℝ) (S : Finset L) : ℝ :=
  if S.card = n then ψ S else 0

/-- The probability of finding a nonzero state `ψ` in one of the configurations in `E`. -/
def prob [Fintype L] (ψ : Finset L → ℝ) (E : Finset (Finset L)) : ℝ :=
  (∑ S ∈ E, ψ S ^ 2) / ∑ S, ψ S ^ 2
```

Levels of the combined system form the disjoint sum `A ⊕ B`; `S.toLeft` and `S.toRight` are the parts $S_A$ and $S_B$ of $S$ on the two fragments.

```lean
/-- The configurations with `k` pairs on fragment `A` and `l` pairs on fragment `B`. -/
def sector (A B : Type*) [Fintype A] [Fintype B] (k l : ℕ) : Finset (Finset (A ⊕ B)) :=
  Finset.univ.filter fun S => S.toLeft.card = k ∧ S.toRight.card = l

/-- Two pairs on one fragment and none on the other, for fragments of `m` levels each. -/
def sameFragment (m : ℕ) : Finset (Finset (Fin m ⊕ Fin m)) :=
  sector (Fin m) (Fin m) 2 0 ∪ sector (Fin m) (Fin m) 0 2
```

## (a) Amplitudes of a geminal power

Show that
$$\Gamma_n(S)=n!\prod_{i\in S}g_i\ \text{ if } |S|=n,\qquad \Gamma_n(S)=0\ \text{ otherwise.}$$

Use induction on $n$. For $n=0$ this is the vacuum. Next, $\Gamma_{n+1}(S)=\sum_{i\in S}g_i\Gamma_n(S\setminus\{i\})$. If $|S|=n+1$, each of the $n+1$ terms equals $n!\prod_{j\in S}g_j$ (`term` in the code), giving $(n+1)!\prod_{j\in S}g_j$. Otherwise $|S\setminus\{i\}|\ne n$ and every term vanishes.

```lean
/-- The `n`-th geminal power has amplitude `n!` times the product of the occupied geminal
coefficients on configurations with `n` pairs, and zero on all others. -/
theorem geminalPower_apply (g : L → ℝ) (n : ℕ) (S : Finset L) :
    geminalPower g n S = if S.card = n then (n.factorial : ℝ) * ∏ i ∈ S, g i else 0 := by
  induction n generalizing S with
  | zero =>
    rcases S.eq_empty_or_nonempty with rfl | h
    · simp [geminalPower, vacuum]
    · simp [geminalPower, vacuum, h.ne_empty]
  | succ n ih =>
    have step : geminalPower g (n + 1) S = ∑ i ∈ S, g i * geminalPower g n (S.erase i) := by
      unfold geminalPower
      rw [Function.iterate_succ_apply']
      rfl
    rw [step]
    split_ifs with h
    · -- each of the n + 1 pairs may have been created last
      have term : ∀ i ∈ S, g i * geminalPower g n (S.erase i)
          = (n.factorial : ℝ) * ∏ j ∈ S, g j := by
        intro i hi
        have hc : (S.erase i).card = n := by
          have := Finset.card_erase_add_one hi
          omega
        rw [ih, if_pos hc, ← Finset.mul_prod_erase S g hi]
        ring
      rw [Finset.sum_congr rfl term, Finset.sum_const, h, nsmul_eq_mul, Nat.factorial_succ]
      push_cast
      ring
    · refine Finset.sum_eq_zero fun i hi => ?_
      have hc : (S.erase i).card ≠ n := by
        have := Finset.card_erase_add_one hi
        omega
      rw [ih, if_neg hc, mul_zero]
```

## (b) Amplitudes of the exponential

Show that $\mathcal E(S)=\prod_{i\in S}g_i$.

By (a), only $n=|S|$ contributes to the series, and its $n!$ cancels. `tsum_eq_single` selects that term.

```lean
/-- The exponential state has the product of the occupied geminal coefficients as amplitude. -/
theorem expState_apply (g : L → ℝ) (S : Finset L) : expState g S = ∏ i ∈ S, g i := by
  unfold expState
  rw [tsum_eq_single S.card]
  · rw [geminalPower_apply, if_pos rfl,
      mul_div_cancel_left₀ _ (Nat.cast_ne_zero.mpr (Nat.factorial_ne_zero _))]
  · intro n hn
    rw [geminalPower_apply, if_neg (Ne.symm hn), zero_div]
```

## (c) Factorisation over fragments

For $S\subseteq A$ and $T\subseteq B$, show that $\mathcal E(S\sqcup T)=\mathcal E_A(S)\,\mathcal E_B(T)$, where each factor uses its own fragment's coefficients.

The product in (b) over a disjoint union splits into two products.

```lean
/-- The exponential state of two fragments is the product of their exponential states. -/
theorem expState_factorises (g : A ⊕ B → ℝ) (S : Finset A) (T : Finset B) :
    expState g (S.disjSum T)
      = expState (fun i => g (Sum.inl i)) S * expState (fun j => g (Sum.inr j)) T := by
  rw [expState_apply, expState_apply, expState_apply, Finset.prod_disjSum]
```

## (d) Projection onto $n$ pairs

Show that $P_n\mathcal E=\Gamma_n/n!$.

For $|S|=n$, both sides are $\prod_{i\in S}g_i$; for other $S$, both are zero. `split_ifs` separates these cases.

```lean
/-- The `n`-pair projection of the exponential is the `n`-th geminal power divided by `n!`. -/
theorem numberProject_expState (g : L → ℝ) (n : ℕ) :
    numberProject n (expState g) = fun S => (n.factorial : ℝ)⁻¹ * geminalPower g n S := by
  have hn : (n.factorial : ℝ) ≠ 0 := Nat.cast_ne_zero.mpr (Nat.factorial_ne_zero n)
  funext S
  simp only [numberProject, expState_apply, geminalPower_apply]
  split_ifs
  · rw [inv_mul_cancel_left₀ hn]
  · rw [mul_zero]
```

## (e) Counting a sector

For fragments of $a$ and $b$ levels, show that the number of configurations with $k$ pairs on $A$ and $l$ on $B$ is $\binom ak\binom bl$.

The map $S\mapsto(S_A,S_B)$ is a bijection onto pairs of subsets of sizes $k$ and $l$. `Finset.card_bij'` takes this map and its inverse.

```lean
omit [DecidableEq A] [DecidableEq B] in
/-- There are `C(a,k) C(b,l)` ways to put `k` pairs on a fragment of `a` levels and `l` pairs
on a fragment of `b` levels. -/
theorem card_sector [Fintype A] [Fintype B] (k l : ℕ) :
    (sector A B k l).card = (Fintype.card A).choose k * (Fintype.card B).choose l := by
  have h : (sector A B k l).card = (Finset.powersetCard k (Finset.univ : Finset A) ×ˢ
      Finset.powersetCard l (Finset.univ : Finset B)).card := by
    refine Finset.card_bij' (fun S _ => (S.toLeft, S.toRight))
      (fun p _ => p.1.disjSum p.2) ?_ ?_ ?_ ?_
    · intro S hS
      simpa [sector, Finset.mem_powersetCard] using hS
    · intro p hp
      simpa [sector, Finset.mem_powersetCard] using hp
    · intro S _
      ext x
      cases x <;> simp
    · intro p _
      simp
  rw [h, Finset.card_product, Finset.card_powersetCard, Finset.card_powersetCard,
    Finset.card_univ, Finset.card_univ]
```

## (f) Weight of a sector

Set all $g_i=1$; another common nonzero value would only rescale a state of fixed pair number. Show that
$$\sum_{|S_A|=k,\,|S_B|=l}\Gamma_{k+l}(S)^2=((k+l)!)^2\binom ak\binom bl.$$

Each such $S$ has $k+l$ pairs, hence squared amplitude $((k+l)!)^2$ by (a). Multiply by the count in (e).

```lean
/-- In the geminal power with `k + l` pairs and all coefficients one, the squared amplitudes with
`k` pairs on `A` and `l` on `B` add up to `((k+l)!)² C(a,k) C(b,l)`, for fragments of `a` and `b`
levels. -/
theorem sector_weight [Fintype A] [Fintype B] (k l : ℕ) :
    ∑ S ∈ sector A B k l, geminalPower (fun _ => 1) (k + l) S ^ 2
      = ((k + l).factorial : ℝ) ^ 2 *
        (((Fintype.card A).choose k : ℝ) * ((Fintype.card B).choose l : ℝ)) := by
  have h : ∀ S ∈ sector A B k l, geminalPower (fun _ => 1) (k + l) S ^ 2
      = ((k + l).factorial : ℝ) ^ 2 := by
    intro S hS
    obtain ⟨h1, h2⟩ := (Finset.mem_filter.mp hS).2
    have hc : S.card = k + l := by
      rw [← Finset.card_toLeft_add_card_toRight, h1, h2]
    rw [geminalPower_apply, if_pos hc]
    simp
  rw [Finset.sum_congr rfl h, Finset.sum_const, card_sector, nsmul_eq_mul]
  push_cast
  ring
```

## (g) Squared norm

For $N$ levels and $g_i=1$, show that $\sum_S\Gamma_n(S)^2=(n!)^2\binom Nn$.

The $\binom Nn$ configurations with $n$ pairs contribute $(n!)^2$ each, and the others nothing. For $n\le N$, each $n$-pair configuration therefore has normalised probability $1/\binom Nn$.

```lean
/-- With all coefficients one, the squared norm of the `n`-pair geminal power on `N` levels is
`(n!)² C(N,n)`. -/
theorem geminalPower_norm [Fintype L] (n : ℕ) :
    ∑ S : Finset L, geminalPower (fun _ => 1) n S ^ 2
      = (n.factorial : ℝ) ^ 2 * ((Fintype.card L).choose n : ℝ) := by
  have hs : ∀ S : Finset L, geminalPower (fun _ => 1) n S ^ 2
      = if S.card = n then (n.factorial : ℝ) ^ 2 else 0 := by
    intro S
    rw [geminalPower_apply]
    split_ifs <;> simp
  have hf : (Finset.univ.filter fun S : Finset L => S.card = n)
      = Finset.powersetCard n Finset.univ := by
    ext S
    simp [Finset.mem_powersetCard]
  rw [Finset.sum_congr rfl fun S _ => hs S, ← Finset.sum_filter, hf, Finset.sum_const,
    Finset.card_powersetCard, Finset.card_univ, nsmul_eq_mul, mul_comm]
```

## (h) Both pairs on one fragment

For the uniform $\Gamma_2$ and $m\ge1$, show that
$$p_m=\frac{m-1}{2m-1}.$$

The sectors $(2,0)$ and $(0,2)$ are disjoint (`hdisj`). By (f) and (g),
$$p_m=\frac{2\cdot4\binom m2}{4\binom{2m}2}=\frac{m(m-1)}{m(2m-1)}=\frac{m-1}{2m-1}.$$
The condition $m\ge1$ ensures that two pairs fit and the denominators are nonzero.

```lean
/-- In the two-pair geminal power with all coefficients one, on two fragments of `m ≥ 1` levels
each, both pairs occupy the same fragment with probability `(m-1)/(2m-1)`. -/
theorem geminal_sameFragment {m : ℕ} (hm : 1 ≤ m) :
    prob (geminalPower (fun _ => 1) 2) (sameFragment m) = ((m : ℝ) - 1) / (2 * m - 1) := by
  have hdisj : Disjoint (sector (Fin m) (Fin m) 2 0) (sector (Fin m) (Fin m) 0 2) := by
    rw [Finset.disjoint_left]
    intro S h1 h2
    have a := (Finset.mem_filter.mp h1).2.1
    have b := (Finset.mem_filter.mp h2).2.1
    omega
  have w20 := sector_weight (A := Fin m) (B := Fin m) 2 0
  have w02 := sector_weight (A := Fin m) (B := Fin m) 0 2
  rw [show 2 + 0 = 2 from rfl] at w20
  rw [show 0 + 2 = 2 from rfl] at w02
  have hm1 : (1 : ℝ) ≤ m := by exact_mod_cast hm
  have h2 : 2 * (m : ℝ) - 1 ≠ 0 := by linarith
  have p : 0 < ((m : ℝ) + m) * ((m : ℝ) + m - 1) := mul_pos (by linarith) (by linarith)
  unfold prob sameFragment
  rw [Finset.sum_union hdisj, w20, w02, geminalPower_norm]
  simp only [Fintype.card_sum, Fintype.card_fin, Nat.choose_zero_right, Nat.cast_choose_two,
    Nat.factorial_two]
  push_cast
  rw [div_eq_div_iff ?_ h2]
  · ring
  · apply ne_of_gt
    nlinarith [p]
```

## (i) Rescaling a state

For $c\ne0$, show that $\mathrm{prob}(c\psi,E)=\mathrm{prob}(\psi,E)$ for any set $E$ of configurations.

Numerator and denominator both acquire $c^2$, which cancels.

```lean
omit [DecidableEq L] in
/-- Multiplying a state by a nonzero number leaves its probabilities unchanged. -/
theorem prob_scale [Fintype L] {c : ℝ} (hc : c ≠ 0) (ψ : Finset L → ℝ)
    (E : Finset (Finset L)) : prob (fun S => c * ψ S) E = prob ψ E := by
  simp only [prob, mul_pow, ← Finset.mul_sum]
  exact mul_div_mul_left _ _ (pow_ne_zero 2 hc)
```

## (j) The projected exponential

Show that $\mathrm{prob}(P_2\mathcal E,\text{same fragment})=p_m$ for $g_i=1$ and $m\ge1$.

By (d), $P_2\mathcal E=\Gamma_2/2$. Apply (i), then (h); the `rw` follows this order.

```lean
/-- After projection of the exponential with all coefficients one onto two pairs, both pairs occupy
the same fragment with probability `(m-1)/(2m-1)`, for two fragments of `m ≥ 1` levels each. -/
theorem projected_sameFragment {m : ℕ} (hm : 1 ≤ m) :
    prob (numberProject 2 (expState fun _ : Fin m ⊕ Fin m => 1)) (sameFragment m)
      = ((m : ℝ) - 1) / (2 * m - 1) := by
  have hc : ((Nat.factorial 2 : ℕ) : ℝ)⁻¹ ≠ 0 :=
    inv_ne_zero (Nat.cast_ne_zero.mpr (Nat.factorial_ne_zero 2))
  rw [numberProject_expState, prob_scale hc, geminal_sameFragment hm]
```

## (k) Large fragments

Show that $\lim_{m\to\infty}p_m=\tfrac12$ for the projected exponential.

For $m\ge1$,
$$p_m=\frac12-\frac{1/2}{2m-1},$$
and the correction tends to zero. The code takes this limit first, then identifies the expression with the probability for $m\ge1$.

```lean
/-- For large fragments and all coefficients one, the probability that the two-pair projection of
the exponential has both pairs on the same fragment tends to one half. -/
theorem projected_sameFragment_limit :
    Tendsto (fun m : ℕ =>
      prob (numberProject 2 (expState fun _ : Fin m ⊕ Fin m => 1)) (sameFragment m))
      atTop (𝓝 (1 / 2)) := by
  have hd : Tendsto (fun m : ℕ => 2 * (m : ℝ) - 1) atTop atTop := by
    refine tendsto_atTop_mono' atTop ?_ (tendsto_natCast_atTop_atTop (R := ℝ))
    filter_upwards [eventually_ge_atTop 1] with m hm
    have : (1 : ℝ) ≤ m := by exact_mod_cast hm
    linarith
  -- the probability is 1/2 minus a correction that dies out as 1/m
  have h := (hd.const_div_atTop (1 / 2)).const_sub (1 / 2)
  rw [sub_zero] at h
  refine h.congr' ?_
  filter_upwards [eventually_ge_atTop 1] with m hm
  have hm1 : (1 : ℝ) ≤ m := by exact_mod_cast hm
  have ne : 2 * (m : ℝ) - 1 ≠ 0 := by linarith
  rw [projected_sameFragment hm, eq_div_iff ne, sub_mul, div_mul_cancel₀ _ ne]
  ring
```

## (l) One pair prepared on each fragment

Let $g$ and $h$ be arbitrary coefficients on the two fragments. Show that $\Gamma_1^g(S_A)\,\Gamma_1^h(S_B)=0$ whenever both pairs of $S$ share a fragment.

Then $|S_A|$ is $2$ or $0$, never $1$, so the first factor vanishes by (a). This product fixes the pair number on each fragment, whereas $P_2$ fixes only their sum and keeps the sectors $(2,0)$ and $(0,2)$.

```lean
/-- A product of one-pair geminal states, one on each of two fragments of `m` levels, has zero
amplitude on configurations with two pairs on one fragment and none on the other. -/
theorem fragment_product_no_transfer {m : ℕ} (g h : Fin m → ℝ)
    {S : Finset (Fin m ⊕ Fin m)} (hS : S ∈ sameFragment m) :
    geminalPower g 1 S.toLeft * geminalPower h 1 S.toRight = 0 := by
  have hl : S.toLeft.card ≠ 1 := by
    rcases Finset.mem_union.mp hS with h1 | h1
    · have := (Finset.mem_filter.mp h1).2.1
      omega
    · have := (Finset.mem_filter.mp h1).2.1
      omega
  rw [geminalPower_apply, if_neg hl, zero_mul]

end

end GeminalChargeTransfer
```
```lean
#print axioms GeminalChargeTransfer.expState_factorises
#print axioms GeminalChargeTransfer.projected_sameFragment
#print axioms GeminalChargeTransfer.projected_sameFragment_limit
#print axioms GeminalChargeTransfer.fragment_product_no_transfer
```

```
'GeminalChargeTransfer.expState_factorises' depends on axioms: [propext, Classical.choice, Quot.sound]
'GeminalChargeTransfer.projected_sameFragment' depends on axioms: [propext, Classical.choice, Quot.sound]
'GeminalChargeTransfer.projected_sameFragment_limit' depends on axioms: [propext, Classical.choice, Quot.sound]
'GeminalChargeTransfer.fragment_product_no_transfer' depends on axioms: [propext, Classical.choice, Quot.sound]
```
